# Factorised Schrödinger operator: (−d/dx + W)(d/dx + W)ψ = −ψ″ + (W² − W′)ψ

In one dimension, applying A = d/dx + W and then A† = −d/dx + W to a wavefunction ψ gives −ψ″ + (W² − W′)ψ, the action of a Schrödinger operator with potential W² − W′ in units where the kinetic term is −d²/dx². The theorem states this at a single point x, for a real superpotential W differentiable at x and a complex-valued ψ such that ψ and its derivative are both differentiable at x. ψ need not be normalised, and A† is defined by its formula, with no claim that it is the adjoint of A on a Hilbert space. The attempt first finds the derivative of Aψ at x by the sum and product rules, then substitutes it into A†(Aψ) and finishes by algebra.

This version doesn't compile in Lean 4 with Mathlib:

```lean
import Mathlib

open Set Filter Topology

namespace OpAdagOpA

noncomputable section

/-- The first-order operator `A = d/dx + W` with real superpotential `W`. -/
def opA (W : ℝ → ℝ) (ψ : ℝ → ℂ) (x : ℝ) : ℂ := deriv ψ x + (W x : ℂ) * ψ x

/-- The first-order operator `A† = -d/dx + W`. -/
def opAdag (W : ℝ → ℝ) (φ : ℝ → ℂ) (x : ℝ) : ℂ := -deriv φ x + (W x : ℂ) * φ x

/-- The potential `W² - W'`. -/
def potMinus (W : ℝ → ℝ) (x : ℝ) : ℝ := W x ^ 2 - deriv W x

/-- Where `W` is differentiable and `ψ` is twice differentiable,
`A†A ψ = -ψ'' + (W² - W') ψ`. -/
theorem opAdag_opA {W : ℝ → ℝ} {ψ : ℝ → ℂ} {x : ℝ} (hW : DifferentiableAt ℝ W x)
    (h1 : DifferentiableAt ℝ ψ x) (h2 : DifferentiableAt ℝ (deriv ψ) x) :
    opAdag W (opA W ψ) x = -deriv (deriv ψ) x + (potMinus W x : ℂ) * ψ x := by
  have hd : HasDerivAt (opA W ψ)
      (deriv (deriv ψ) x + ((deriv W x : ℂ) * ψ x + (W x : ℂ) * deriv ψ x)) x :=
    h2.hasDerivAt.fun_add (hW.hasDerivAt.ofReal_comp.fun_mul h1.hasDerivAt)
  simp only [opAdag, potMinus]
  rw [hd.deriv]
  simp only [opA]
  push_cast
  ring

end

end OpAdagOpA
```

Messages:

```
Main.lean:25:26: error: (deterministic) timeout at `isDefEq`, maximum number of heartbeats (200000) has been reached

Note: Use `set_option maxHeartbeats <num>` to set the limit.

Hint: Additional diagnostic information may be available using the `set_option diagnostics true` command.
```

Diagnosis. The message is a timeout in `isDefEq`, the check that two expressions are equal by definition, and it points at the product-rule term. The trouble is the handwritten derivative in `hd`, where `(deriv W x : ℂ)` does not mean the real number W′(x) cast to ℂ. The ascription tells Lean that `deriv` must return a complex number before it reads `W`, so the cast goes on the function, and the term is the derivative of W regarded as a complex-valued function. The product rule, fed by `hW.hasDerivAt.ofReal_comp`, instead gives the real derivative cast to ℂ. The two are equal in value, but that is a theorem about derivatives and does not follow by unfolding definitions. Lean tried to match them by unfolding and ran out of heartbeats.

The repair drops the handwritten formula. `h` takes its derivative from the hypotheses, with the cast outside `deriv W x`, and the `_` in `hd` copies that derivative. Only the function is left to match, and unfolding `opA` is enough for that. `push_cast` then puts the cast of `potMinus` in the same form, `deriv W x` cast as a whole, so `ring` can close the goal.

The repair, with which the file compiles:

```diff
@@ -21,7 +21,6 @@
     (h1 : DifferentiableAt ℝ ψ x) (h2 : DifferentiableAt ℝ (deriv ψ) x) :
     opAdag W (opA W ψ) x = -deriv (deriv ψ) x + (potMinus W x : ℂ) * ψ x := by
-  have hd : HasDerivAt (opA W ψ)
-      (deriv (deriv ψ) x + ((deriv W x : ℂ) * ψ x + (W x : ℂ) * deriv ψ x)) x :=
-    h2.hasDerivAt.fun_add (hW.hasDerivAt.ofReal_comp.fun_mul h1.hasDerivAt)
+  have h := h2.hasDerivAt.fun_add (hW.hasDerivAt.ofReal_comp.fun_mul h1.hasDerivAt)
+  have hd : HasDerivAt (opA W ψ) _ x := h
   simp only [opAdag, potMinus]
   rw [hd.deriv]
```
